# A continuous, replica-size-consistent energy is linear between adjacent integer electron numbers

Let E(M) be the energy of a system with M electrons, where M may be fractional, and fix an integer N ≥ 0. Take q ≥ 1 copies of the system, called sites, so far apart that their energies add. A configuration is a choice of p sites, 0 ≤ p ≤ q, that hold N + 1 electrons while the others hold N. Averages over configurations are uniform.

Replica size consistency between N and N + 1 is the condition that, for all such q and p,

q E(N + p/q) = average energy of the configurations.

It stands for the demand that q separated copies have the same total energy whether the p extra electrons sit on particular sites or are shared equally. This is assumed of E, not derived from a Hamiltonian, and so is the restriction to sites with N or N + 1 electrons.

## From counting configurations to a straight line

If E is also continuous on [N, N + 1], then for 0 ≤ x ≤ 1

E(N + x) = (1 − x) E(N) + x E(N + 1).

First, the average occupation. Of the C(q, p) configurations, C(q − 1, p) leave a given site without an extra electron. Since

q C(q − 1, p) = (q − p) C(q, p),

that site is empty, meaning that it holds only its N electrons, with frequency (q − p)/q, and occupied, meaning that it holds an extra one, with frequency p/q. Each copy therefore holds N + p/q electrons on average, as the left side of the condition supposes.

Every configuration has energy p E(N + 1) + (q − p) E(N), and so does their average. The condition becomes

q E(N + p/q) = p E(N + 1) + (q − p) E(N),

and division by q gives the claim at x = p/q.

For general x, let pₖ = ⌊xk⌋ with k ≥ 1. Then 0 ≤ pₖ ≤ k and

x − 1/k < pₖ/k ≤ x,

so pₖ/k → x. By continuity E(N + pₖ/k) → E(N + x), while the interpolated values tend to (1 − x) E(N) + x E(N + 1). The two sequences are equal term by term, hence so are their limits.

For a continuous approximate energy, curvature between integers thus reveals a violation of replica size consistency, in this idealised model of non-interacting copies. Additivity over separated copies alone does not exclude such curvature.

## Configurations and the consistency condition in Lean

```lean
import Mathlib

open Filter Topology

namespace FractionalElectronNumber

noncomputable section
```

The sites are the elements of `Fin q`, and a configuration is the set of sites with an extra electron.

```lean
/-- The configurations of `q` replica sites in which exactly `p` sites carry an extra electron. -/
def configs (q p : ℕ) : Finset (Finset (Fin q)) :=
  Finset.powersetCard p Finset.univ
```

The average divides a sum over configurations by their number, which is nonzero when p ≤ q.

```lean
/-- The uniform average of a quantity `g` over all configurations with `p` of `q` sites occupied,
for `p ≤ q`. -/
def replicaAverage (q p : ℕ) (g : Finset (Fin q) → ℝ) : ℝ :=
  (∑ s ∈ configs q p, g s) / ((configs q p).card : ℝ)
```

The energy is a function `E : ℝ → ℝ`, and the condition concerns a single `N`. For an energy continuous on [0, ∞), imposing it for every `N` yields a broken line there, which can have corners only at integers.

```lean
/-- Replica size consistency between `N` and `N + 1` electrons: `q` copies, each with `N + p/q`
electrons, have the average energy of the configurations in which `p` copies hold `N + 1`
electrons and the others hold `N`. -/
def ReplicaSizeConsistent (E : ℝ → ℝ) (N : ℕ) : Prop :=
  ∀ q p : ℕ, 1 ≤ q → p ≤ q →
    (q : ℝ) * E (N + (p : ℝ) / q) =
      replicaAverage q p (fun s => ∑ i, if i ∈ s then E (N + 1) else E N)
```

## Occupation and energy averages

```lean
/-- The number of configurations is the binomial coefficient `q` over `p`. -/
theorem card_configs (q p : ℕ) : (configs q p).card = q.choose p := by
  simp [configs]
```

For the occupation frequency, the proof writes q = n + 1. `hB` counts the configurations that leave site `i` empty, `hsum` splits all configurations into occupied and empty cases, and `hch` is the binomial identity above.

```lean
/-- Averaged over all configurations with `p` of `q` sites occupied, each site is occupied with
frequency `p/q`. -/
theorem site_occupation {q p : ℕ} (hp : p ≤ q) (i : Fin q) :
    replicaAverage q p (fun s => if i ∈ s then 1 else 0) = (p : ℝ) / q := by
  obtain _ | n := q
  · exact i.elim0
  -- configurations that leave site `i` empty live on the other `n` sites
  have hempty : (configs (n + 1) p).filter (fun s => i ∉ s)
      = Finset.powersetCard p (Finset.univ.erase i) := by
    ext s
    simp only [configs, Finset.mem_filter, Finset.mem_powersetCard, Finset.subset_erase]
    tauto
  have hB : ∑ s ∈ configs (n + 1) p, (if i ∉ s then (1 : ℝ) else 0) = (n.choose p : ℝ) := by
    rw [Finset.sum_boole, hempty, Finset.card_powersetCard,
      Finset.card_erase_of_mem (Finset.mem_univ i)]
    simp
  have hsum : ∑ s ∈ configs (n + 1) p, (if i ∈ s then (1 : ℝ) else 0)
      + ∑ s ∈ configs (n + 1) p, (if i ∉ s then (1 : ℝ) else 0) = ((n + 1).choose p : ℝ) := by
    rw [← Finset.sum_add_distrib, ← card_configs, Finset.card_eq_sum_ones, Nat.cast_sum]
    refine Finset.sum_congr rfl fun s _ => ?_
    by_cases h : i ∈ s <;> simp [h]
  have hch : (n.choose p : ℝ) * (n + 1) = ((n + 1).choose p : ℝ) * (n + 1 - p) := by
    have h := congrArg (Nat.cast : ℕ → ℝ) (Nat.choose_mul_succ_eq n p)
    push_cast [Nat.cast_sub hp] at h
    linarith
  have hC : ((n + 1).choose p : ℝ) ≠ 0 := Nat.cast_ne_zero.2 (Nat.choose_pos hp).ne'
  have hn : ((n + 1 : ℕ) : ℝ) ≠ 0 := Nat.cast_ne_zero.2 (Nat.succ_ne_zero n)
  unfold replicaAverage
  rw [card_configs, div_eq_div_iff hC hn]
  push_cast
  linear_combination ((n : ℝ) + 1) * hsum - ((n : ℝ) + 1) * hB - hch
```

In the next proof, `hdeg` shows that all configurations have the same energy: every site contributes `b`, and the p occupied ones add `a - b` each. Averaging a constant returns it.

```lean
/-- If an occupied site has energy `a` and an empty one `b`, the average energy of the
configurations with `p` of `q` sites occupied is `p a + (q - p) b`. -/
theorem replica_energy {q p : ℕ} (hp : p ≤ q) (a b : ℝ) :
    replicaAverage q p (fun s => ∑ i, if i ∈ s then a else b) = p * a + ((q : ℝ) - p) * b := by
  -- all configurations are degenerate
  have hdeg : ∀ s ∈ configs q p,
      (∑ i, if i ∈ s then a else b) = p * a + ((q : ℝ) - p) * b := by
    intro s hs
    have hcard : s.card = p := (Finset.mem_powersetCard.1 hs).2
    calc (∑ i, if i ∈ s then a else b) = ∑ i, (b + if i ∈ s then a - b else 0) :=
          Finset.sum_congr rfl fun i _ => by split_ifs <;> ring
      _ = p * a + ((q : ℝ) - p) * b := by
          rw [Finset.sum_add_distrib, Finset.sum_ite_mem]
          simp only [Finset.univ_inter, Finset.sum_const, Finset.card_univ, Fintype.card_fin,
            nsmul_eq_mul, hcard]
          ring
  have hC : ((configs q p).card : ℝ) ≠ 0 := by
    rw [card_configs]
    exact Nat.cast_ne_zero.2 (Nat.choose_pos hp).ne'
  unfold replicaAverage
  rw [Finset.sum_congr rfl hdeg, Finset.sum_const, nsmul_eq_mul, mul_div_cancel_left₀ _ hC]
```

With `a` and `b` set to E(N + 1) and E(N), the condition turns into the explicit equation.

```lean
/-- Replica size consistency is the equation `q E(N + p/q) = p E(N + 1) + (q - p) E(N)` for all
`q ≥ 1` and `p ≤ q`. -/
theorem sizeConsistent_iff (E : ℝ → ℝ) (N : ℕ) :
    ReplicaSizeConsistent E N ↔ ∀ q p : ℕ, 1 ≤ q → p ≤ q →
      (q : ℝ) * E (N + (p : ℝ) / q) = p * E (N + 1) + ((q : ℝ) - p) * E N := by
  constructor
  · intro h q p hq hp
    exact (h q p hq hp).trans (replica_energy hp _ _)
  · intro h q p hq hp
    exact (h q p hq hp).trans (replica_energy hp _ _).symm
```

## Linearity at rational and real fillings

Cancelling the factor q gives the rational case.

```lean
/-- An energy that is replica size consistent between `N` and `N + 1` electrons interpolates
linearly at every rational filling `p/q` with `q ≥ 1` and `p ≤ q`. -/
theorem rational_filling {E : ℝ → ℝ} {N : ℕ} (hs : ReplicaSizeConsistent E N)
    {q p : ℕ} (hq : 1 ≤ q) (hp : p ≤ q) :
    E (N + (p : ℝ) / q) = (1 - (p : ℝ) / q) * E N + (p : ℝ) / q * E (N + 1) := by
  have h := (sizeConsistent_iff E N).1 hs q p hq hp
  have hq0 : (q : ℝ) ≠ 0 := Nat.cast_ne_zero.2 (by omega)
  have hpq : (q : ℝ) * ((p : ℝ) / q) = p := by field_simp
  apply mul_left_cancel₀ hq0
  rw [h]
  linear_combination (E N - E (N + 1)) * hpq
```

In the main theorem, `hu` is the limit pₖ/k → x, and `hmem` keeps the approximating electron numbers inside [N, N + 1], where continuity is assumed. `h1` and `h2` are the limits of the energies and of their interpolated values; `tendsto_nhds_unique` identifies them.

```lean
/-- Piecewise linearity: an energy that is continuous on `[N, N + 1]` and replica size consistent
there is the linear interpolation between its values at `N` and `N + 1` electrons. -/
theorem piecewise_linear {E : ℝ → ℝ} {N : ℕ}
    (hc : ContinuousOn E (Set.Icc (N : ℝ) (N + 1))) (hs : ReplicaSizeConsistent E N)
    {x : ℝ} (hx : x ∈ Set.Icc (0 : ℝ) 1) :
    E (N + x) = (1 - x) * E N + x * E (N + 1) := by
  -- the rational fillings `⌊x k⌋ / k` approach `x`
  have hu : Tendsto (fun k : ℕ => (⌊x * (k : ℝ)⌋₊ : ℝ) / (k : ℝ)) atTop (𝓝 x) :=
    (tendsto_nat_floor_mul_div_atTop hx.1).comp tendsto_natCast_atTop_atTop
  have hle : ∀ k : ℕ, ⌊x * (k : ℝ)⌋₊ ≤ k := fun k =>
    Nat.floor_le_of_le (mul_le_of_le_one_left (Nat.cast_nonneg k) hx.2)
  have hmem : ∀ k : ℕ, (N : ℝ) + (⌊x * (k : ℝ)⌋₊ : ℝ) / (k : ℝ) ∈ Set.Icc (N : ℝ) (N + 1) := by
    intro k
    have h0 : (0 : ℝ) ≤ (⌊x * (k : ℝ)⌋₊ : ℝ) / (k : ℝ) := by positivity
    have h1 : (⌊x * (k : ℝ)⌋₊ : ℝ) / (k : ℝ) ≤ 1 :=
      div_le_one_of_le₀ (Nat.cast_le.2 (hle k)) (Nat.cast_nonneg k)
    exact ⟨by linarith, by linarith⟩
  have hxN : (N : ℝ) + x ∈ Set.Icc (N : ℝ) (N + 1) :=
    ⟨by linarith [hx.1], by linarith [hx.2]⟩
  have h1 : Tendsto (fun k : ℕ => E (N + (⌊x * (k : ℝ)⌋₊ : ℝ) / (k : ℝ))) atTop
      (𝓝 (E (N + x))) :=
    (hc _ hxN).tendsto.comp
      (tendsto_nhdsWithin_iff.2 ⟨hu.const_add _, Eventually.of_forall hmem⟩)
  have h2 := ((hu.const_sub 1).mul_const (E N)).add (hu.mul_const (E (N + 1)))
  -- both limits agree because the two sequences do
  refine tendsto_nhds_unique (h1.congr' ?_) h2
  filter_upwards [eventually_ge_atTop 1] with k hk
  exact rational_filling hs hk (hle k)
```

## The converse and the slope

Conversely, putting x = p/q into the linear formula and multiplying by q recovers size consistency.

```lean
/-- Conversely, an energy that interpolates linearly between `N` and `N + 1` electrons is replica
size consistent there. -/
theorem sizeConsistent_of_linear {E : ℝ → ℝ} {N : ℕ}
    (h : ∀ x ∈ Set.Icc (0 : ℝ) 1, E (N + x) = (1 - x) * E N + x * E (N + 1)) :
    ReplicaSizeConsistent E N := by
  rw [sizeConsistent_iff]
  intro q p hq hp
  have hq0 : (q : ℝ) ≠ 0 := Nat.cast_ne_zero.2 (by omega)
  have hpq : (q : ℝ) * ((p : ℝ) / q) = p := by field_simp
  rw [h ((p : ℝ) / q)
    ⟨by positivity, div_le_one_of_le₀ (Nat.cast_le.2 hp) (Nat.cast_nonneg q)⟩]
  linear_combination (E (N + 1) - E N) * hpq
```

For 0 < x < 1, E agrees near N + x with a line of slope E(N + 1) − E(N), so it has that derivative. The proof differentiates the line (`hg`) and transfers the result through this local agreement. The endpoints are excluded, since the slope may change there.

```lean
/-- If an energy is continuous on `[N, N + 1]` and replica size consistent there, its derivative
with respect to electron number is `E(N + 1) - E(N)` strictly between `N` and `N + 1`. -/
theorem chemical_potential {E : ℝ → ℝ} {N : ℕ}
    (hc : ContinuousOn E (Set.Icc (N : ℝ) (N + 1))) (hs : ReplicaSizeConsistent E N)
    {x : ℝ} (hx : x ∈ Set.Ioo (0 : ℝ) 1) :
    HasDerivAt E (E (N + 1) - E N) (N + x) := by
  have hg : HasDerivAt (fun y : ℝ => E N + (y - N) * (E (N + 1) - E N))
      (E (N + 1) - E N) (N + x) :=
    ((((hasDerivAt_id' ((N : ℝ) + x)).sub_const (N : ℝ)).mul_const
      (E (N + 1) - E N)).const_add (E N)).congr_deriv (one_mul _)
  refine hg.congr_of_eventuallyEq ?_
  have hnhds : Set.Ioo (N : ℝ) (N + 1) ∈ 𝓝 ((N : ℝ) + x) :=
    Ioo_mem_nhds (by linarith [hx.1]) (by linarith [hx.2])
  filter_upwards [hnhds] with y hy
  have h := piecewise_linear hc hs (x := y - N) ⟨by linarith [hy.1], by linarith [hy.2]⟩
  rw [add_sub_cancel] at h
  linear_combination h
```

## A discontinuous energy that is size consistent

Size consistency tests only rational electron numbers. Consider the function that is 1 at irrational arguments and 0 at rational ones.

```lean
/-- The model energy that is `1` at irrational and `0` at rational electron number. -/
def irrationalSpike : ℝ → ℝ :=
  Set.indicator {y | Irrational y} (fun _ => 1)
```

Both sides of the explicit equation vanish, because N, N + 1 and N + p/q are rational (`hr`). At the irrational number N + √2 − 1 the function is 1, whereas linear interpolation gives 0. This is a mathematical example, not a model of a physical system.

```lean
/-- Continuity cannot be dropped: `irrationalSpike` is replica size consistent for every `N`, but
differs from the linear interpolation at `N + (√2 - 1)` electrons. -/
theorem continuity_needed (N : ℕ) :
    ReplicaSizeConsistent irrationalSpike N ∧
      irrationalSpike (N + (√2 - 1)) ≠
        (1 - (√2 - 1)) * irrationalSpike N + (√2 - 1) * irrationalSpike (N + 1) := by
  have hr : ∀ r : ℚ, irrationalSpike (r : ℝ) = 0 := by
    intro r
    have hmem : (r : ℝ) ∉ {y : ℝ | Irrational y} := by
      intro h
      have h' : Irrational (r : ℝ) := h
      exact h' ⟨r, rfl⟩
    exact Set.indicator_of_notMem hmem _
  have h0 : irrationalSpike (N : ℝ) = 0 := by simpa using hr (N : ℚ)
  have h1 : irrationalSpike ((N : ℝ) + 1) = 0 := by simpa using hr ((N : ℚ) + 1)
  constructor
  · rw [sizeConsistent_iff]
    intro q p _ _
    have hpq : irrationalSpike ((N : ℝ) + (p : ℝ) / q) = 0 := by
      simpa using hr ((N : ℚ) + (p : ℚ) / q)
    rw [hpq, h0, h1]
    ring
  · have hirr : Irrational ((N : ℝ) + (√2 - 1)) := by
      rintro ⟨r, hr'⟩
      exact irrational_sqrt_two ⟨r - N + 1, by push_cast; linarith⟩
    have h2 : irrationalSpike ((N : ℝ) + (√2 - 1)) = 1 := Set.indicator_of_mem hirr _
    rw [h2, h0, h1]
    norm_num

end

end FractionalElectronNumber
```

```lean
#print axioms FractionalElectronNumber.site_occupation
#print axioms FractionalElectronNumber.sizeConsistent_of_linear
#print axioms FractionalElectronNumber.chemical_potential
#print axioms FractionalElectronNumber.continuity_needed
```

```
'FractionalElectronNumber.site_occupation' depends on axioms: [propext, Classical.choice, Quot.sound]
'FractionalElectronNumber.sizeConsistent_of_linear' depends on axioms: [propext, Classical.choice, Quot.sound]
'FractionalElectronNumber.chemical_potential' depends on axioms: [propext, Classical.choice, Quot.sound]
'FractionalElectronNumber.continuity_needed' depends on axioms: [propext, Classical.choice, Quot.sound]
```
